# The ACSE rotation has initial energy slope $-2\sum_m|R_m|^2$

A trial state of a molecule usually fails the anti-Hermitian contracted Schrödinger equation (ACSE): for some excitation operators $O_m$, the expectation value of $[H,O_m]$ is not zero. Can these residuals be turned into a unitary rotation that lowers the energy, and how fast does the energy fall at first?

Let $H$ be a Hermitian matrix, $O_m$ a finite family of matrices and $\psi$ a vector. Write $\langle M\rangle=\psi^\dagger M\psi$ and

$$R_m=\langle[H,O_m]\rangle,\qquad A=\sum_m\left(R_mO_m^\dagger-\overline{R_m}\,O_m\right).$$

Then $A^\dagger=-A$, the norm of $\psi(t)=e^{tA}\psi$ is constant, and $E(t)=\psi(t)^\dagger H\psi(t)$ satisfies

$$E'(0)=-2\sum_m|R_m|^2 .$$

## Residuals as a gradient in an ACSE solver

A solver that steps along $A$ relies on its sign: with $-A$ the energy rises at first. The factor 2 can be tested by comparing $(E(t)-E(-t))/(2t)$ at small $t$ with the formula. In electronic structure the identity applies to a finite basis, with residuals evaluated exactly from the state being rotated; approximate residuals, for instance from a reconstructed three-particle density matrix, need not obey it.

## From the commutator to the slope

Take general amplitudes $c_m$ and set $A_c=\sum_m(c_mO_m^\dagger-\overline{c_m}O_m)$. The adjoint swaps the two terms, so $A_c^\dagger=-A_c$ and $(e^{tA_c})^\dagger=e^{-tA_c}$. Hence the norm is conserved, and

$$E_c(t)=\langle e^{-tA_c}He^{tA_c}\rangle,\qquad E_c'(0)=\langle -A_cH+HA_c\rangle=\langle[H,A_c]\rangle .$$

Since $H$ is Hermitian, $[H,O_m^\dagger]=-[H,O_m]^\dagger$, whose expectation value is $-\overline{R_m}$. Therefore

$$E_c'(0)=\sum_m\left(-c_m\overline{R_m}-\overline{c_m}R_m\right)=-2\sum_m\mathrm{Re}(\overline{c_m}R_m).$$

Setting $c_m=R_m$ gives the result. Three consequences follow:

- If some $R_m\neq0$, the slope is negative, so every sufficiently small positive step lowers the energy.
- Since $2\,\mathrm{Re}(\overline{c_m}R_m)\le|c_m|^2+|R_m|^2$, no amplitudes with $\sum_m|c_m|^2\le\sum_m|R_m|^2$ give a lower slope.
- All residuals vanish exactly when $E_c'(0)=0$ for every $c$; for the converse, test $c=R$.

The smallest instructive case has two levels and one operator. Let $H=\begin{pmatrix}0&v\\v&\Delta\end{pmatrix}$ with $v,\Delta>0$, $\psi=e_0$ and $O=e_1e_0^\dagger$. Then $R=v$, $\psi(t)=\cos(vt)\,e_0-\sin(vt)\,e_1$ and

$$E(t)=\Delta\sin^2(vt)-v\sin(2vt),\qquad E'(0)=-2v^2 .$$

For $0<vt<\pi/2$, the energy exceeds its starting value once $\tan(vt)>2v/\Delta$: a descent direction does not make every step length safe.

The commutator formula also covers an anti-Hermitian operator $O_m$ used directly as a generator: the slope along $e^{tO_m}\psi$ is $R_m$ itself, which is then real.

## The Lean file

```lean
import Mathlib

open Matrix Topology
open scoped Matrix.Norms.Operator

namespace ACSEDescent

noncomputable section

variable {n ι : Type*} [Fintype n] [Fintype ι]

/-- The expectation value `⟨ψ, M ψ⟩`, as a linear functional of the operator `M`. -/
def expect (ψ : n → ℂ) : Matrix n n ℂ →ₗ[ℂ] ℂ where
  toFun M := star ψ ⬝ᵥ (M *ᵥ ψ)
  map_add' M N := by simp only [Matrix.add_mulVec, dotProduct_add]
  map_smul' c M := by simp only [Matrix.smul_mulVec, dotProduct_smul, RingHom.id_apply]

/-- The energy of `ψ`: the real part of `⟨ψ, H ψ⟩`. -/
def energy (H : Matrix n n ℂ) (ψ : n → ℂ) : ℝ := (expect ψ H).re

/-- The residual `R_m = ⟨ψ, [H, O_m] ψ⟩` of the anti-Hermitian contracted equation. -/
def residual (H : Matrix n n ℂ) (O : ι → Matrix n n ℂ) (ψ : n → ℂ) (m : ι) : ℂ :=
  expect ψ (H * O m - O m * H)

/-- The generator `∑ (c_m O_m* - conj(c_m) O_m)` with amplitudes `c_m`. -/
def generator (O : ι → Matrix n n ℂ) (c : ι → ℂ) : Matrix n n ℂ :=
  ∑ m, (c m • (O m)ᴴ - star (c m) • O m)

/-- The expectation value of the adjoint operator is the complex conjugate. -/
theorem expect_conjTranspose (ψ : n → ℂ) (M : Matrix n n ℂ) :
    expect ψ Mᴴ = star (expect ψ M) := by
  change star ψ ⬝ᵥ (Mᴴ *ᵥ ψ) = star (star ψ ⬝ᵥ (M *ᵥ ψ))
  rw [Matrix.star_dotProduct, Matrix.star_mulVec, conjTranspose_conjTranspose,
    ← Matrix.dotProduct_mulVec]

omit [Fintype n] in
/-- The generator is anti-Hermitian for every choice of amplitudes. -/
theorem generator_conjTranspose (O : ι → Matrix n n ℂ) (c : ι → ℂ) :
    (generator O c)ᴴ = -generator O c := by
  simp only [generator, conjTranspose_sum, conjTranspose_sub, conjTranspose_smul,
    conjTranspose_conjTranspose, star_star, ← Finset.sum_neg_distrib, neg_sub]

variable [DecidableEq n]

/-- The transformed state `exp(tA) ψ`. -/
def evolve (A : Matrix n n ℂ) (ψ : n → ℂ) (t : ℝ) : n → ℂ :=
  NormedSpace.exp (t • A) *ᵥ ψ

/-- For anti-Hermitian `A`, the expectation value of `M` in `exp(tA) ψ` is that of
`exp(-tA) M exp(tA)` in `ψ`. -/
theorem expect_evolve {A : Matrix n n ℂ} (hA : Aᴴ = -A) (M : Matrix n n ℂ)
    (ψ : n → ℂ) (t : ℝ) :
    expect (evolve A ψ t) M =
      expect ψ (NormedSpace.exp (t • (-A)) * M * NormedSpace.exp (t • A)) := by
  have hU : (NormedSpace.exp (t • A))ᴴ = NormedSpace.exp (t • (-A)) := by
    rw [← Matrix.exp_conjTranspose, conjTranspose_smul, hA, star_trivial]
  change star (NormedSpace.exp (t • A) *ᵥ ψ) ⬝ᵥ (M *ᵥ (NormedSpace.exp (t • A) *ᵥ ψ)) =
    star ψ ⬝ᵥ ((NormedSpace.exp (t • (-A)) * M * NormedSpace.exp (t • A)) *ᵥ ψ)
  rw [Matrix.star_mulVec, hU, ← Matrix.dotProduct_mulVec]
  simp only [Matrix.mulVec_mulVec, Matrix.mul_assoc]

/-- An anti-Hermitian generator conserves the norm of the state. -/
theorem norm_conserved {A : Matrix n n ℂ} (hA : Aᴴ = -A) (ψ : n → ℂ) (t : ℝ) :
    star (evolve A ψ t) ⬝ᵥ evolve A ψ t = star ψ ⬝ᵥ ψ := by
  have hone : NormedSpace.exp (t • (-A)) * 1 * NormedSpace.exp (t • A) = 1 := by
    rw [mul_one, ← Matrix.exp_add_of_commute _ _
      (((Commute.refl A).neg_left.smul_left t).smul_right t), ← smul_add,
      neg_add_cancel, smul_zero, NormedSpace.exp_zero]
  have h := expect_evolve hA 1 ψ t
  rw [hone] at h
  change star (evolve A ψ t) ⬝ᵥ (1 *ᵥ evolve A ψ t) = star ψ ⬝ᵥ (1 *ᵥ ψ) at h
  rwa [Matrix.one_mulVec, Matrix.one_mulVec] at h

/-- Along `exp(tA) ψ` with `A` anti-Hermitian, the energy has the initial slope
`Re ⟨ψ, [H, A] ψ⟩`. -/
theorem energy_slope_commutator (H : Matrix n n ℂ) {A : Matrix n n ℂ} (hA : Aᴴ = -A)
    (ψ : n → ℂ) :
    HasDerivAt (fun t : ℝ => energy H (evolve A ψ t)) (expect ψ (H * A - A * H)).re 0 := by
  have h1 := hasDerivAt_exp_smul_const (-A) (0 : ℝ)
  have h2 := hasDerivAt_exp_smul_const A (0 : ℝ)
  -- the transformed Hamiltonian has derivative [H, A]
  have h3 : HasDerivAt
      (fun t : ℝ => NormedSpace.exp (t • (-A)) * H * NormedSpace.exp (t • A))
      (H * A - A * H) 0 := by
    refine ((h1.mul_const H).fun_mul h2).congr_deriv ?_
    simp only [zero_smul, NormedSpace.exp_zero]
    noncomm_ring
  -- the expectation value is linear, hence continuous
  let L : Matrix n n ℂ →ₗ[ℝ] ℝ := Complex.reLm ∘ₗ (expect ψ).restrictScalars ℝ
  have h4 := L.toContinuousLinearMap.hasFDerivAt.comp_hasDerivAt (0 : ℝ) h3
  exact h4.congr_of_eventuallyEq
    (Filter.Eventually.of_forall fun t => congrArg Complex.re (expect_evolve hA H ψ t))

/-- For amplitudes `c_m`, the initial slope of the energy is
`-2 ∑ Re (conj(c_m) R_m)`. -/
theorem energy_slope {H : Matrix n n ℂ} (hH : H.IsHermitian) (O : ι → Matrix n n ℂ)
    (c : ι → ℂ) (ψ : n → ℂ) :
    HasDerivAt (fun t : ℝ => energy H (evolve (generator O c) ψ t))
      (-2 * ∑ m, (star (c m) * residual H O ψ m).re) 0 := by
  refine (energy_slope_commutator H (generator_conjTranspose O c) ψ).congr_deriv ?_
  -- [H, O*] = -[H, O]* because H is Hermitian
  have hG : H * generator O c - generator O c * H =
      ∑ m, (-(c m • (H * O m - O m * H)ᴴ) - star (c m) • (H * O m - O m * H)) := by
    unfold generator
    rw [Finset.mul_sum, Finset.sum_mul, ← Finset.sum_sub_distrib]
    refine Finset.sum_congr rfl fun m _ => ?_
    rw [conjTranspose_sub, conjTranspose_mul, conjTranspose_mul, hH.eq]
    simp only [mul_sub, sub_mul, mul_smul_comm, smul_mul_assoc, smul_sub]
    abel
  rw [hG, map_sum, Complex.re_sum, Finset.mul_sum]
  refine Finset.sum_congr rfl fun m _ => ?_
  rw [map_sub, map_neg, map_smul, map_smul, expect_conjTranspose]
  unfold residual
  generalize expect ψ (H * O m - O m * H) = r
  simp only [smul_eq_mul, Complex.sub_re, Complex.neg_re, Complex.mul_re,
    Complex.star_def, Complex.conj_re, Complex.conj_im]
  ring

/-- The ACSE descent step: with the residuals as amplitudes, the generator is anti-Hermitian,
the norm is conserved, and the energy has initial slope `-2 ∑ |R_m|²`. -/
theorem acse_descent {H : Matrix n n ℂ} (hH : H.IsHermitian) (O : ι → Matrix n n ℂ)
    (ψ : n → ℂ) :
    (generator O (residual H O ψ))ᴴ = -generator O (residual H O ψ) ∧
    (∀ t : ℝ, star (evolve (generator O (residual H O ψ)) ψ t) ⬝ᵥ
      evolve (generator O (residual H O ψ)) ψ t = star ψ ⬝ᵥ ψ) ∧
    HasDerivAt (fun t : ℝ => energy H (evolve (generator O (residual H O ψ)) ψ t))
      (-2 * ∑ m, ‖residual H O ψ m‖ ^ 2) 0 := by
  have hA := generator_conjTranspose O (residual H O ψ)
  refine ⟨hA, norm_conserved hA ψ, (energy_slope hH O _ ψ).congr_deriv ?_⟩
  congr 1
  refine Finset.sum_congr rfl fun m _ => ?_
  rw [Complex.sq_norm, Complex.normSq_apply]
  simp only [Complex.mul_re, Complex.star_def, Complex.conj_re, Complex.conj_im]
  ring

/-- If some residual is nonzero, every sufficiently small positive step strictly lowers
the energy. -/
theorem energy_lowered {H : Matrix n n ℂ} (hH : H.IsHermitian) (O : ι → Matrix n n ℂ)
    (ψ : n → ℂ) {m : ι} (hm : residual H O ψ m ≠ 0) :
    ∀ᶠ t : ℝ in 𝓝[>] 0,
      energy H (evolve (generator O (residual H O ψ)) ψ t) < energy H ψ := by
  have hpos : 0 < ∑ k, ‖residual H O ψ k‖ ^ 2 :=
    Finset.sum_pos' (fun k _ => sq_nonneg _)
      ⟨m, Finset.mem_univ m, pow_pos (norm_pos_iff.mpr hm) 2⟩
  have hneg : -2 * ∑ k, ‖residual H O ψ k‖ ^ 2 < 0 := by linarith
  have hs := (acse_descent hH O ψ).2.2.tendsto_slope_zero_right
  have h0 : evolve (generator O (residual H O ψ)) ψ 0 = ψ := by
    rw [evolve, zero_smul, NormedSpace.exp_zero, Matrix.one_mulVec]
  filter_upwards [hs.eventually_lt_const hneg, self_mem_nhdsWithin] with t ht htpos
  have ht0 : 0 < t := htpos
  simp only [zero_add, smul_eq_mul, h0] at ht
  by_contra hcon
  have := mul_nonneg (inv_nonneg.mpr ht0.le) (sub_nonneg.mpr (not_lt.mp hcon))
  linarith

/-- Among amplitudes whose Euclidean norm does not exceed that of the residuals, the
residuals give the lowest initial slope of the energy. -/
theorem steepest_descent {H : Matrix n n ℂ} (hH : H.IsHermitian) (O : ι → Matrix n n ℂ)
    (ψ : n → ℂ) (c : ι → ℂ) (hc : ∑ m, ‖c m‖ ^ 2 ≤ ∑ m, ‖residual H O ψ m‖ ^ 2) :
    deriv (fun t : ℝ => energy H (evolve (generator O (residual H O ψ)) ψ t)) 0 ≤
      deriv (fun t : ℝ => energy H (evolve (generator O c) ψ t)) 0 := by
  rw [(acse_descent hH O ψ).2.2.deriv, (energy_slope hH O c ψ).deriv]
  have hp : ∀ z r : ℂ, 2 * (star z * r).re ≤ ‖z‖ ^ 2 + ‖r‖ ^ 2 := by
    intro z r
    rw [Complex.sq_norm, Complex.sq_norm, Complex.normSq_apply, Complex.normSq_apply]
    simp only [Complex.mul_re, Complex.star_def, Complex.conj_re, Complex.conj_im]
    nlinarith [sq_nonneg (z.re - r.re), sq_nonneg (z.im - r.im)]
  have hsum := Finset.sum_le_sum fun m (_ : m ∈ Finset.univ) => hp (c m) (residual H O ψ m)
  rw [← Finset.mul_sum, Finset.sum_add_distrib] at hsum
  linarith

/-- All residuals vanish exactly when the energy is stationary at `ψ` along the generators
of all amplitudes. -/
theorem residual_zero_iff_stationary {H : Matrix n n ℂ} (hH : H.IsHermitian)
    (O : ι → Matrix n n ℂ) (ψ : n → ℂ) :
    (∀ m, residual H O ψ m = 0) ↔
      ∀ c : ι → ℂ, HasDerivAt (fun t : ℝ => energy H (evolve (generator O c) ψ t)) 0 0 := by
  constructor
  · intro h c
    exact (energy_slope hH O c ψ).congr_deriv (by simp [h])
  · intro h m
    -- test stationarity along the residual direction itself
    have hu := (acse_descent hH O ψ).2.2.unique (h (residual H O ψ))
    have hz : ∑ k, ‖residual H O ψ k‖ ^ 2 = 0 := by linarith
    have hm := (Finset.sum_eq_zero_iff_of_nonneg fun k _ => sq_nonneg _).mp hz m
      (Finset.mem_univ m)
    exact norm_eq_zero.mp (pow_eq_zero_iff two_ne_zero |>.mp hm)

end

end ACSEDescent
```

```lean
#print axioms ACSEDescent.energy_slope_commutator
-- 'ACSEDescent.energy_slope_commutator' depends on axioms: [propext, Classical.choice, Quot.sound]
#print axioms ACSEDescent.energy_lowered
-- 'ACSEDescent.energy_lowered' depends on axioms: [propext, Classical.choice, Quot.sound]
#print axioms ACSEDescent.steepest_descent
-- 'ACSEDescent.steepest_descent' depends on axioms: [propext, Classical.choice, Quot.sound]
#print axioms ACSEDescent.residual_zero_iff_stationary
-- 'ACSEDescent.residual_zero_iff_stationary' depends on axioms: [propext, Classical.choice, Quot.sound]
```

## Guaranteed slope, unspecified step length

The type `n` labels the basis states and `ι` the operators. `expect` is $\langle M\rangle$, `energy` its real part at $H$, `generator O c` is $A_c$, and `evolve` applies the exact matrix exponential. The main theorem, `acse_descent`, assumes only that $H$ is Hermitian (`hH`). It does not require a unit vector; for nonzero $\psi$, the normalised energy has slope $-2\sum_m|R_m|^2/(\psi^\dagger\psi)$.

The proof follows the derivation. `expect_evolve` moves the exponentials onto the operator, and `energy_slope_commutator` applies the product rule, then passes the derivative through the linear expectation value. In `energy_slope`, the step `hG` rewrites the commutator using $H^\dagger=H$. `acse_descent` inserts the residuals.

`energy_lowered` turns the negative slope into an energy drop through difference quotients. Its `∀ᶠ t : ℝ in 𝓝[>] 0` means all positive $t$ below some threshold, which is not computed. `steepest_descent` sums the inequality `hp`; "steepest" refers to the Euclidean norm of the amplitudes, so rescaling the $O_m$ can change the direction. `residual_zero_iff_stationary` uses uniqueness of the derivative.

The theorems concern one rotation, not the convergence of repeated steps. Nor do vanishing residuals identify a ground state: they vanish at every eigenstate, and at every state if the only $O_m$ is the identity. The matrices carry no fermionic structure, and the $N$-representability of approximate density matrices is not addressed.
